# McWeeny's angular form factor for a tilted p orbital at nonzero \(x=qr\)

Q: Start with one p orbital pointing along the scattering vector. What does the angular integral give?

A: Let \(t\) be the cosine of the polar angle measured from the scattering vector, \(\varphi\) the azimuth, and \(x=qr\neq0\) the length of the scattering vector times the radius. The normalised angular density is \(\frac{3}{4\pi}t^2\), so

\[
\frac{3}{4\pi}\int_{-1}^{1}\!\int_0^{2\pi} t^2e^{ixt}\,d\varphi\,dt
=3\int_0^1 t^2\cos(xt)\,dt
=\frac{3\sin x}{x}+\frac{6\cos x}{x^2}-\frac{6\sin x}{x^3}.
\]

With the spherical Bessel functions

\[
j_0=\frac{\sin x}{x},\qquad j_2=\Big(\frac{3}{x^3}-\frac1x\Big)\sin x-\frac{3\cos x}{x^2},
\]

this is \(j_0-2j_2\). For an orbital perpendicular to the scattering vector, the density is \(\frac{3}{4\pi}(1-t^2)\cos^2\varphi\). The azimuthal integral of \(\cos^2\varphi\) is \(\pi\), which leaves

\[
\frac34\int_{-1}^1(1-t^2)e^{ixt}\,dt=\frac32 j_0-\frac12(j_0-2j_2)=j_0+j_2 .
\]

Q: And a tilted orbital is a mixture of the two?

A: Yes. At tilt \(\theta\) the amplitude is \(\sin\theta\sqrt{1-t^2}\cos\varphi+t\cos\theta\). Its square has a cross term proportional to \(\cos\varphi\), which integrates to zero over a full turn. What remains is McWeeny's formula, \(\cos^2\theta\,(j_0-2j_2)+\sin^2\theta\,(j_0+j_2)\).

Q: I accept the calculus. I doubt that the Lean objects mean the same things.

A: Then check them in turn. The file opens with its import and namespace, followed by the two Bessel functions as explicit formulas.

```lean
import Mathlib

open Matrix
open scoped Real

namespace POrbitalFormFactor

noncomputable section

/-- The spherical Bessel function of order zero, for `x ≠ 0`. -/
def j0 (x : ℝ) : ℝ := Real.sin x / x

/-- The spherical Bessel function of order two, for `x ≠ 0`. -/
def j2 (x : ℝ) : ℝ :=
  (3 / x ^ 3 - 1 / x) * Real.sin x - 3 * Real.cos x / x ^ 2
```

Q: Those formulas divide by \(x\). What happens at zero?

A: Lean sets division by zero to zero, so both functions return 0 there, while the angular integral at \(x=0\) is just the normalisation, 1. McWeeny's formula without `x ≠ 0` would therefore claim \(1=0\), and that is why the hypothesis appears. Physically, \(x=0\) is forward scattering, or the single point \(r=0\).

Q: How is the sphere represented?

A: By the unit vector with polar cosine \(t\) and azimuth \(\varphi\). Components are numbered 0, 1, 2, and component 2 lies along the scattering vector.

```lean
/-- The point of the unit sphere with polar cosine `t` in `[-1, 1]` and azimuth `φ`. -/
def direction (t φ : ℝ) : Fin 3 → ℝ :=
  ![Real.sqrt (1 - t ^ 2) * Real.cos φ, Real.sqrt (1 - t ^ 2) * Real.sin φ, t]
```

The area element is \(dt\,d\varphi\), because \(t\) has absorbed the sine of the polar angle. A p orbital with axis vector \(u\) has the dot product of \(u\) with this direction as its angular amplitude.

```lean
/-- The angular form factor of the product of two p orbitals with axis vectors `u` and `v`.
The scattering vector lies along the third axis, and `x` is its length times the radius. -/
def formFactor (u v : Fin 3 → ℝ) (x : ℝ) : ℂ :=
  3 / (4 * (π : ℂ)) * ∫ t in (-1 : ℝ)..1, ∫ φ in (0 : ℝ)..(2 * π),
    (((u ⬝ᵥ direction t φ) * (v ⬝ᵥ direction t φ) : ℝ) : ℂ) *
      Complex.exp (Complex.I * x * t)
```

Q: Nothing there says that `u` and `v` are unit vectors.

A: Correct: `formFactor` is bilinear in the two axes. The prefactor \(3/(4\pi)\) normalises the orbitals when both are unit vectors; otherwise divide by \(|u||v|\). Two different axes are allowed because a density matrix also contains products of different p orbitals. The tilted axis, at least, has unit length:

```lean
/-- The axis of a p orbital tilted by the angle `θ` from the scattering vector. -/
def tilted (θ : ℝ) : Fin 3 → ℝ := ![Real.sin θ, 0, Real.cos θ]
```

It lies in the plane of components 0 and 2. A rotation about the scattering vector brings any axis there without changing the phase factor.

Q: Where is the radial wavefunction?

A: It isn't there. The file treats one shell of fixed radius. In a calculation for an atomic orbital with radial function \(R(r)\), one averages over radius,

\[
\langle j_l\rangle(q)=\int_0^\infty r^2R(r)^2\,j_l(qr)\,dr ,
\]

and puts \(\langle j_0\rangle\) and \(\langle j_2\rangle\) into the same angular combination. A program typically computes or tabulates these two functions once and supplies the orientation afterwards. Near \(x=0\) it should switch to the series \(j_0\approx1-x^2/6\), \(j_2\approx x^2/15\), since the closed form of \(j_2\) subtracts large, nearly equal terms. This is how the result enters aspherical scattering factors in electronic-structure work, for p orbitals on a single centre and without bonding or two-centre densities.

Q: Now the proof. How does it treat the azimuth for general \(u\) and \(v\)?

A: First it writes out the dot product.

```lean
/-- The angular amplitude of a p orbital, written out in its Cartesian components. -/
theorem amplitude_eq (w : Fin 3 → ℝ) (t φ : ℝ) :
    w ⬝ᵥ direction t φ = w 0 * (Real.sqrt (1 - t ^ 2) * Real.cos φ) +
      w 1 * (Real.sqrt (1 - t ^ 2) * Real.sin φ) + w 2 * t := by
  simp [direction, dotProduct, Fin.sum_univ_three]
```

With \(s=\sqrt{1-t^2}\), the product of amplitudes contains squares and cross terms. Over a full turn \(\cos^2\varphi\) and \(\sin^2\varphi\) each give \(\pi\), the constant term gives \(2\pi\), and \(\sin\varphi\cos\varphi\), \(\sin\varphi\) and \(\cos\varphi\) give zero. Hence

\[
\int_0^{2\pi}(\cdots)\,d\varphi=\pi\big[(u_0v_0+u_1v_1)(1-t^2)+2u_2v_2t^2\big].
\]

```lean
/-- Integrating the product of two p orbitals over the azimuth, at polar cosine `t` with
`t ^ 2 ≤ 1`, leaves only products of equal Cartesian components. -/
theorem azimuthal_integral (u v : Fin 3 → ℝ) {t : ℝ} (ht : t ^ 2 ≤ 1) :
    ∫ φ in (0 : ℝ)..(2 * π), (u ⬝ᵥ direction t φ) * (v ⬝ᵥ direction t φ) =
      π * ((u 0 * v 0 + u 1 * v 1) * (1 - t ^ 2) + 2 * (u 2 * v 2) * t ^ 2) := by
  have hs : Real.sqrt (1 - t ^ 2) ^ 2 = 1 - t ^ 2 := Real.sq_sqrt (by linarith)
  simp only [amplitude_eq]
  generalize Real.sqrt (1 - t ^ 2) = s at hs ⊢
  -- an explicit antiderivative in the azimuth
  have hF : ∀ φ : ℝ, HasDerivAt (fun φ : ℝ =>
      s ^ 2 * (u 0 * v 0) / 2 * (φ + Real.sin φ * Real.cos φ) +
      s ^ 2 * (u 1 * v 1) / 2 * (φ - Real.sin φ * Real.cos φ) +
      s ^ 2 * (u 0 * v 1 + u 1 * v 0) / 2 * (Real.sin φ * Real.sin φ) +
      s * t * (u 0 * v 2 + u 2 * v 0) * Real.sin φ +
      -(s * t * (u 1 * v 2 + u 2 * v 1)) * Real.cos φ +
      t ^ 2 * (u 2 * v 2) * φ)
      ((u 0 * (s * Real.cos φ) + u 1 * (s * Real.sin φ) + u 2 * t) *
        (v 0 * (s * Real.cos φ) + v 1 * (s * Real.sin φ) + v 2 * t)) φ := by
    intro φ
    have h1 := hasDerivAt_id' φ
    have hsin := Real.hasDerivAt_sin φ
    have hcos := Real.hasDerivAt_cos φ
    refine (((((((h1.fun_add (hsin.fun_mul hcos)).const_mul _).fun_add
      ((h1.fun_sub (hsin.fun_mul hcos)).const_mul _)).fun_add
      ((hsin.fun_mul hsin).const_mul _)).fun_add (hsin.const_mul _)).fun_add
      (hcos.const_mul _)).fun_add (h1.const_mul _)).congr_deriv ?_
    linear_combination (-(s ^ 2 * (u 0 * v 0) / 2 + s ^ 2 * (u 1 * v 1) / 2)) *
      Real.sin_sq_add_cos_sq φ
  refine (intervalIntegral.integral_eq_sub_of_hasDerivAt (fun φ _ => hF φ)
    (Continuous.intervalIntegrable (by fun_prop) _ _)).trans ?_
  simp only [Real.sin_two_pi, Real.cos_two_pi, Real.sin_zero, Real.cos_zero]
  linear_combination π * (u 0 * v 0 + u 1 * v 1) * hs
```

Lean does this with one antiderivative, `hF`. Differentiating it gives the integrand after one use of \(\sin^2\varphi+\cos^2\varphi=1\), supplied through `linear_combination`. The fundamental theorem of calculus then leaves endpoint values, and `hs` replaces \(s^2\) by \(1-t^2\). The condition `t ^ 2 ≤ 1` is what makes `hs` true, because Lean sets the square root of a negative number to zero.

Q: So one integral over \(t\) remains, with two weights.

A: Call them \(p=u_0v_0+u_1v_1\) and \(q=u_2v_2\); from here on \(q\) is this weight, not the scattering vector. With \(a=2q-p\), the polynomial is \(p+at^2\), and integrating by parts twice gives the antiderivative

\[
G(t)=e^{ixt}\left[-\frac{i(p+at^2)}{x}+\frac{2at}{x^2}+\frac{2ia}{x^3}\right].
\]

Since \(p+a=2q\), the endpoints give

\[
G(1)-G(-1)=4q\,\frac{\sin x}{x}-4a\left(\frac{\sin x}{x^3}-\frac{\cos x}{x^2}\right).
\]

The last bracket is \((j_0+j_2)/3\), so the integral equals

\[
4qj_0-\tfrac43(2q-p)(j_0+j_2)=\tfrac43\big[q(j_0-2j_2)+p(j_0+j_2)\big].
\]

```lean
/-- For `x ≠ 0`, the remaining integral over the polar cosine splits into a transverse part
with weight `p` and a longitudinal part with weight `q`. -/
theorem polar_integral (p q : ℂ) {x : ℝ} (hx : x ≠ 0) :
    ∫ t in (-1 : ℝ)..1, (p * (1 - (t : ℂ) ^ 2) + 2 * q * (t : ℂ) ^ 2) *
        Complex.exp (Complex.I * x * t) =
      4 / 3 * (q * ((j0 x - 2 * j2 x : ℝ) : ℂ) + p * ((j0 x + j2 x : ℝ) : ℂ)) := by
  have hI := Complex.I_sq
  -- an explicit antiderivative, with `y` standing for `1 / x`
  have key : ∀ X y z : ℂ, X * y = 1 → HasDerivAt (fun z : ℂ =>
      Complex.exp (Complex.I * X * z) * (-Complex.I * (2 * q - p) * y * (z * z) +
        2 * (2 * q - p) * y ^ 2 * z +
        (-Complex.I * p * y + 2 * (2 * q - p) * Complex.I * y ^ 3)))
      ((p * (1 - z ^ 2) + 2 * q * z ^ 2) * Complex.exp (Complex.I * X * z)) z := by
    intro X y z h
    have h1 := hasDerivAt_id' z
    refine ((h1.const_mul (Complex.I * X)).cexp.fun_mul
      ((((h1.fun_mul h1).const_mul _).fun_add (h1.const_mul _)).fun_add
        (hasDerivAt_const z _))).congr_deriv ?_
    linear_combination
      Complex.exp (Complex.I * X * z) *
        ((-(2 * q - p) * z ^ 2 - p + 2 * (2 * q - p) * y ^ 2) * X * y) * hI +
      Complex.exp (Complex.I * X * z) * ((2 * q - p) * z ^ 2 + p +
        2 * Complex.I * (2 * q - p) * y * z - 2 * (2 * q - p) * y ^ 2) * h
  have hxy : (x : ℂ) * (x : ℂ)⁻¹ = 1 := mul_inv_cancel₀ (Complex.ofReal_ne_zero.mpr hx)
  have e1 : Complex.exp (Complex.I * x * 1) =
      Complex.cos x + Complex.sin x * Complex.I := by
    rw [← Complex.exp_mul_I]
    congr 1
    ring
  have e2 : Complex.exp (Complex.I * x * (-1)) =
      Complex.cos x - Complex.sin x * Complex.I := by
    rw [show Complex.I * (x : ℂ) * (-1) = (-(x : ℂ)) * Complex.I by ring,
      Complex.exp_mul_I, Complex.cos_neg, Complex.sin_neg]
    ring
  refine (intervalIntegral.integral_eq_sub_of_hasDerivAt
    (fun t _ => (key x (x : ℂ)⁻¹ t hxy).comp_ofReal)
    (Continuous.intervalIntegrable (by fun_prop) _ _)).trans ?_
  -- the endpoint values produce the spherical Bessel functions
  simp only [Complex.ofReal_neg, Complex.ofReal_one]
  rw [e1, e2]
  simp only [j0, j2]
  push_cast
  linear_combination 2 * Complex.sin x *
    (-2 * q * (x : ℂ)⁻¹ + 2 * (2 * q - p) * (x : ℂ)⁻¹ ^ 3) * hI
```

In the code, `key` verifies the derivative of \(G\), with `y` standing for \(1/x\). The equations `e1` and `e2` are Euler's formula at the two endpoints, and the final `linear_combination` is the algebra above.

Q: Then the prefactor should cancel everything else.

A: It does: \(\frac{3}{4\pi}\cdot\pi\cdot\frac43=1\). The result for any two axes is

\[
u_2v_2(j_0-2j_2)+(u_0v_0+u_1v_1)(j_0+j_2).
\]

```lean
/-- For `x ≠ 0`, the form factor of a product of two p orbitals weights the components along
the scattering vector by `j0 - 2 j2` and the components across it by `j0 + j2`. -/
theorem formFactor_eq (u v : Fin 3 → ℝ) {x : ℝ} (hx : x ≠ 0) :
    formFactor u v x = ((u 2 * v 2 * (j0 x - 2 * j2 x) +
      (u 0 * v 0 + u 1 * v 1) * (j0 x + j2 x) : ℝ) : ℂ) := by
  have h : (∫ t in (-1 : ℝ)..1, ∫ φ in (0 : ℝ)..(2 * π),
      (((u ⬝ᵥ direction t φ) * (v ⬝ᵥ direction t φ) : ℝ) : ℂ) *
        Complex.exp (Complex.I * x * t)) =
      ∫ t in (-1 : ℝ)..1, (π : ℂ) * ((((u 0 * v 0 + u 1 * v 1 : ℝ) : ℂ) * (1 - (t : ℂ) ^ 2) +
        2 * ((u 2 * v 2 : ℝ) : ℂ) * (t : ℂ) ^ 2) * Complex.exp (Complex.I * x * t)) := by
    refine intervalIntegral.integral_congr fun t ht => ?_
    rw [Set.uIcc_of_le (show (-1 : ℝ) ≤ 1 by norm_num)] at ht
    simp only [intervalIntegral.integral_mul_const, intervalIntegral.integral_ofReal]
    rw [azimuthal_integral u v (by nlinarith [ht.1, ht.2])]
    push_cast
    ring
  have hpi : (π : ℂ) ≠ 0 := Complex.ofReal_ne_zero.mpr Real.pi_ne_zero
  rw [formFactor, h, intervalIntegral.integral_const_mul, polar_integral _ _ hx]
  push_cast
  field_simp
```

The step `h` takes the phase out of the azimuthal integral, because the phase depends only on \(t\), and applies `azimuthal_integral` at each \(t\) in \([-1,1]\). The right-hand side is a real number regarded as complex, so the theorem also says that the imaginary part vanishes. The sign convention in the exponent therefore doesn't affect the answer.

Q: My main worry is that McWeeny's formula might be hidden behind `formFactor`, so that a bad definition could make it true cheaply.

A: The theorem is stated with the double integral written out. The only definitions from the file that you need in order to read it are `j0` and `j2`.

```lean
/-- McWeeny's formula: for `x ≠ 0`, the form factor of a p orbital tilted by `θ` from the
scattering vector is `cos² θ (j0 - 2 j2) + sin² θ (j0 + j2)`. -/
theorem mcWeeny (θ : ℝ) {x : ℝ} (hx : x ≠ 0) :
    3 / (4 * (π : ℂ)) * ∫ t in (-1 : ℝ)..1, ∫ φ in (0 : ℝ)..(2 * π),
      (((Real.sin θ * Real.sqrt (1 - t ^ 2) * Real.cos φ + t * Real.cos θ) ^ 2 : ℝ) : ℂ) *
        Complex.exp (Complex.I * x * t) =
      ((Real.cos θ ^ 2 * (j0 x - 2 * j2 x) + Real.sin θ ^ 2 * (j0 x + j2 x) : ℝ) : ℂ) := by
  have hi : ∀ t φ : ℝ,
      (Real.sin θ * Real.sqrt (1 - t ^ 2) * Real.cos φ + t * Real.cos θ) ^ 2 =
        (tilted θ ⬝ᵥ direction t φ) * (tilted θ ⬝ᵥ direction t φ) := by
    intro t φ
    rw [amplitude_eq, show tilted θ 0 = Real.sin θ from rfl,
      show tilted θ 1 = 0 from rfl, show tilted θ 2 = Real.cos θ from rfl]
    ring
  simp only [hi]
  refine (formFactor_eq (tilted θ) (tilted θ) hx).trans ?_
  rw [show tilted θ 0 = Real.sin θ from rfl,
    show tilted θ 1 = 0 from rfl, show tilted θ 2 = Real.cos θ from rfl]
  push_cast
  ring
```

Here `θ` is the tilt of the orbital, not the polar integration angle. The proof uses `hi` to recognise the integrand as the square of the tilted orbital's amplitude, then sets \(p=\sin^2\theta\) and \(q=\cos^2\theta\) in the general result.

Q: Does the orientation dependence disappear for a full set of p orbitals, as it should?

A: Yes. Take three orthonormal axes as the rows \(Q_k\) of a matrix. Its columns are then normalised too, so \(\sum_k Q_{ki}^2=1\) for each component \(i\), and the sum of the form factors is

\[
(j_0-2j_2)+2(j_0+j_2)=3j_0 .
\]

```lean
/-- For `x ≠ 0`, the form factors of three p orbitals along any orthonormal axes, the rows
of `Q`, add up to `3 j0`. -/
theorem closed_shell (Q : Matrix (Fin 3) (Fin 3) ℝ) (hQ : Qᵀ * Q = 1) {x : ℝ} (hx : x ≠ 0) :
    ∑ k, formFactor (Q k) (Q k) x = ((3 * j0 x : ℝ) : ℂ) := by
  have h : ∀ i, (Qᵀ * Q) i i = (1 : Matrix (Fin 3) (Fin 3) ℝ) i i := fun i => by rw [hQ]
  simp only [Matrix.mul_apply, Matrix.transpose_apply, Fin.sum_univ_three,
    Matrix.one_apply_eq] at h
  simp only [Fin.sum_univ_three, formFactor_eq _ _ hx]
  rw [← Complex.ofReal_add, ← Complex.ofReal_add]
  congr 1
  linear_combination (j0 x - 2 * j2 x) * h 2 + (j0 x + j2 x) * h 0 + (j0 x + j2 x) * h 1
```

The hypothesis `Qᵀ * Q = 1` states the orthonormality, and the proof uses its three diagonal entries. The sum counts each orbital once; a p shell with both spins filled has twice this value.

Q: Can a single orbital look spherical?

A: At a given \(x\), yes, under a precise condition. Subtracting \(j_0\) from McWeeny's expression gives

\[
\cos^2\theta\,(j_0-2j_2)+\sin^2\theta\,(j_0+j_2)-j_0=(1-3\cos^2\theta)\,j_2 ,
\]

which vanishes exactly when \(j_2(x)=0\) or \(3\cos^2\theta=1\).

```lean
/-- For `x ≠ 0`, a p orbital tilted by `θ` has the form factor `j0` of a spherical shell
exactly when `j2` vanishes at `x` or `3 cos² θ = 1`. -/
theorem spherical_iff (θ : ℝ) {x : ℝ} (hx : x ≠ 0) :
    formFactor (tilted θ) (tilted θ) x = (j0 x : ℂ) ↔
      j2 x = 0 ∨ 3 * Real.cos θ ^ 2 = 1 := by
  rw [formFactor_eq _ _ hx, Complex.ofReal_inj, show tilted θ 0 = Real.sin θ from rfl,
    show tilted θ 1 = 0 from rfl, show tilted θ 2 = Real.cos θ from rfl]
  -- the deviation from the spherical value is a single product
  have e : Real.cos θ * Real.cos θ * (j0 x - 2 * j2 x) +
      (Real.sin θ * Real.sin θ + 0 * 0) * (j0 x + j2 x) - j0 x =
      (1 - 3 * Real.cos θ ^ 2) * j2 x := by
    linear_combination (j0 x + j2 x) * Real.sin_sq_add_cos_sq θ
  rw [← sub_eq_zero, e, mul_eq_zero]
  constructor
  · rintro (h | h)
    · right
      linarith
    · exact Or.inl h
  · rintro (h | h)
    · exact Or.inr h
    · left
      linarith

end

end POrbitalFormFactor
```

The equation `e` is this factorisation, and `mul_eq_zero` splits the product into the two cases. They differ physically. The angular condition holds for every radius at once, so it survives the radial average. A zero of \(j_2\) belongs to particular values of \(x\), and after averaging the relevant condition is \(\langle j_2\rangle=0\).

```lean
#print axioms POrbitalFormFactor.mcWeeny
-- 'POrbitalFormFactor.mcWeeny' depends on axioms: [propext, Classical.choice, Quot.sound]
#print axioms POrbitalFormFactor.closed_shell
-- 'POrbitalFormFactor.closed_shell' depends on axioms: [propext, Classical.choice, Quot.sound]
#print axioms POrbitalFormFactor.spherical_iff
-- 'POrbitalFormFactor.spherical_iff' depends on axioms: [propext, Classical.choice, Quot.sound]
```
